# An upper bound on the one-particle energy error, quadratic in the error of an idempotent density matrix

Suppose an approximate density matrix $Q$ differs from the target $P$ by $\delta=\sqrt{\operatorname{tr}(Q-P)^2}=10^{-4}$. The Cauchy–Schwarz inequality limits the energy error only to $10^{-4}$ times the Frobenius norm of the Hamiltonian $H$, and that norm changes with the zero of energy. Such an estimate can be far too pessimistic: it is first order in $\delta$, and it contains an arbitrary constant.

For a Hermitian idempotent $Q$ with the particle number of $P$, the error is second order:

$$\operatorname{tr}H(Q-P)\le \frac W2\operatorname{tr}(Q-P)^2 .$$

Here $H$ has eigenorbitals with energies $e_p$, $P$ fills those in a set $I$, and $W$ is an upper bound on every excitation energy $e_a-e_i$ with $i\in I$ and $a\notin I$. No gap is assumed, and $I$ need not contain the lowest orbitals. For non-interacting electrons in a finite set of orbitals, with fixed $H$, this turns the density-matrix error of a trial Slater determinant into an energy error bound.

## Energy and distance in the eigenbasis of H

The orbitals form a finite type `n`, each holding at most one electron, so they are spin orbitals. `ham e` is the diagonal matrix of real energies.

In Lean 4 with Mathlib:

```lean
import Mathlib

open Matrix

namespace QuadraticEnergyError

noncomputable section

variable {n : Type*} [Fintype n] [DecidableEq n]

/-- The one-particle Hamiltonian with orbital energies `e`, in its eigenbasis. -/
def ham (e : n → ℝ) : Matrix n n ℂ := Matrix.diagonal fun p => (e p : ℂ)
```

The projector $P$ is `occ I`, built by giving `ham` the "energies" 1 inside `I` and 0 outside.

```lean
/-- The density matrix in which exactly the orbitals of `I` are occupied. -/
def occ (I : Finset n) : Matrix n n ℂ := ham fun p => if p ∈ I then 1 else 0
```

The two quantities to compare are real parts of complex traces. For Hermitian $Q$ both traces are real already, and `distSq` is $\delta^2$, not $\delta$.

```lean
/-- The energy error `tr H(Q - P)` of a trial density matrix `Q` (real part of the trace). -/
def energyError (e : n → ℝ) (I : Finset n) (Q : Matrix n n ℂ) : ℝ :=
  (trace (ham e * (Q - occ I))).re

/-- The squared density-matrix error `tr (Q - P)²` (real part of the trace). -/
def distSq (I : Finset n) (Q : Matrix n n ℂ) : ℝ :=
  (trace ((Q - occ I) * (Q - occ I))).re
```

The formal statements are written in this eigenbasis. Changing to another orthonormal basis, for $H$, $P$ and $Q$ together, preserves both traces, so the bound holds there too; that step is not formalised here.

## Hermitian Q: populations between 0 and 1

The hypothesis `hQ` says that $Q$ is Hermitian, as the density matrix of any state is. Together with $Q^2=Q$ it gives each population $n_p=\operatorname{Re}Q_{pp}$ a physical range:

$$n_p=\sum_q Q_{pq}Q_{qp}=\sum_q|Q_{pq}|^2\ge0 .$$

The hole matrix $1-Q$ is also Hermitian, and $(1-Q)^2=1-2Q+Q^2=1-Q$, so $1-n_p\ge0$ too. In the proof, `key` is the first argument, stated for a general matrix `R`, and it is applied to `Q` and then to `1 - Q`.

```lean
/-- Every orbital population of a Hermitian idempotent density matrix lies between 0 and 1. -/
theorem population_bounds {Q : Matrix n n ℂ} (hQ : Q.IsHermitian) (hid : Q * Q = Q) (p : n) :
    0 ≤ (Q p p).re ∧ (Q p p).re ≤ 1 := by
  -- a diagonal entry of a Hermitian idempotent is a sum of squared moduli
  have key : ∀ R : Matrix n n ℂ, R.IsHermitian → R * R = R → 0 ≤ (R p p).re := by
    intro R hR hR2
    have h1 := congrFun (congrFun hR2 p) p
    rw [← h1, Matrix.mul_apply, Complex.re_sum]
    refine Finset.sum_nonneg fun q _ => ?_
    have h2 : (R p q * R q p).re = Complex.normSq (R p q) := by
      rw [← hR.apply q p]
      simp [Complex.normSq_apply]
    rw [h2]
    exact Complex.normSq_nonneg _
  refine ⟨key Q hQ hid, ?_⟩
  -- the upper bound is the lower bound for the hole matrix
  have h3 : (1 - Q) * (1 - Q) = 1 - Q := by
    have h4 : (1 - Q) * (1 - Q) = 1 - Q - Q + Q * Q := by noncomm_ring
    rw [h4, hid]
    abel
  have h5 := key (1 - Q) (Matrix.isHermitian_one.sub hQ) h3
  have h6 : ((1 - Q) p p).re = 1 - (Q p p).re := by simp
  linarith
```

The bound uses Hermiticity only through these ranges. Without it, take three levels, $I=\{0\}$, and $Q$ with all three rows equal to $(1,1,-1)$. This $Q$ is idempotent with trace 1, but has a population of $-1$. Its squared distance is $0$ and its energy error is $e_1-e_2$, so for $e_1>e_2$ the bound fails for every $W$.

## Idempotent Q: no fractional occupation

The hypothesis `hid`, $Q^2=Q$, says that the natural occupations are 0 or 1, as in a single Slater determinant. The energy formula does not need it. Writing $h_i=1-n_i$ for the hole population of $i\in I$, and using that $H$ is diagonal,

$$\operatorname{tr}H(Q-P)=\sum_p e_p(n_p-P_{pp})=\sum_{a\notin I}e_an_a-\sum_{i\in I}e_ih_i ,$$

with the real part understood on the left. The proof splits the sum over all orbitals into `I` and its complement `Iᶜ`.

```lean
/-- The energy error is the energy of the particles outside `I` minus that of the holes in `I`. -/
theorem energyError_eq (e : n → ℝ) (I : Finset n) (Q : Matrix n n ℂ) :
    energyError e I Q =
      ∑ a ∈ Iᶜ, e a * (Q a a).re - ∑ i ∈ I, e i * (1 - (Q i i).re) := by
  have h : energyError e I Q = ∑ p, e p * ((Q - occ I) p p).re := by
    simp only [energyError, ham, Matrix.trace, Matrix.diag_apply, Matrix.diagonal_mul,
      Complex.re_sum, Complex.re_ofReal_mul]
  have h1 : ∑ i ∈ I, e i * ((Q - occ I) i i).re = -∑ i ∈ I, e i * (1 - (Q i i).re) := by
    rw [← Finset.sum_neg_distrib]
    refine Finset.sum_congr rfl fun i hi => ?_
    have hd : ((Q - occ I) i i).re = (Q i i).re - 1 := by simp [occ, ham, hi]
    rw [hd]
    ring
  have h2 : ∑ a ∈ Iᶜ, e a * ((Q - occ I) a a).re = ∑ a ∈ Iᶜ, e a * (Q a a).re := by
    refine Finset.sum_congr rfl fun a ha => ?_
    have hd : ((Q - occ I) a a).re = (Q a a).re := by
      simp [occ, ham, Finset.mem_compl.1 ha]
    rw [hd]
  rw [h, ← Finset.sum_add_sum_compl I, h1, h2]
  ring
```

Idempotency enters by hand in the distance, where it removes the quadratic terms:

$$\operatorname{tr}(Q-P)^2=\operatorname{tr}Q^2-2\operatorname{tr}PQ+\operatorname{tr}P^2=\operatorname{tr}Q+\operatorname{tr}P-2\operatorname{tr}PQ .$$

Without it, the two-level matrix $Q=\operatorname{diag}(1-x,x)$, with $I=\{0\}$ and $0<x<1$, has energy error $(e_1-e_0)x$ and squared distance $2x^2$. If $e_1>e_0$, the error is first order in $x$, and any fixed $W$ fails for small enough $x$. Populations between 0 and 1 are therefore not enough, and smeared occupations lie beyond the bound.

## Equal traces: as many particles as holes

The hypothesis `ht` fixes the electron number. With $\operatorname{tr}Q=\operatorname{tr}P$ the last expression becomes

$$D:=\operatorname{tr}(Q-P)^2=2(\operatorname{tr}P-\operatorname{tr}PQ)=2\sum_{i\in I}h_i ,$$

again in real parts. Equal traces also give $\sum_{i\in I}n_i+\sum_{a\notin I}n_a=|I|$, hence $\sum_{a\notin I}n_a=\sum_{i\in I}h_i=D/2$.

The proof obtains both sums from the energy formula. In `hD` the squared distance becomes $-2\operatorname{tr}P(Q-P)$, which is $-2$ times the energy error for the Hamiltonian $P$. In `hc` all energies are set to 1, and the vanishing energy error states that particles and holes balance.

```lean
/-- For an idempotent `Q` with the particle number of `P`, the squared error is twice the
particle weight outside `I`, and also twice the hole weight in `I`. -/
theorem distSq_eq {I : Finset n} {Q : Matrix n n ℂ} (hid : Q * Q = Q)
    (ht : trace Q = trace (occ I)) :
    distSq I Q = 2 * ∑ a ∈ Iᶜ, (Q a a).re ∧
      distSq I Q = 2 * ∑ i ∈ I, (1 - (Q i i).re) := by
  have hP : occ I * occ I = occ I := by
    unfold occ ham
    rw [Matrix.diagonal_mul_diagonal]
    congr 1
    funext p
    by_cases hp : p ∈ I <;> simp [hp]
  have hD : trace ((Q - occ I) * (Q - occ I)) = -2 * trace (occ I * (Q - occ I)) := by
    have h : (Q - occ I) * (Q - occ I) = Q * Q - Q * occ I - occ I * Q + occ I * occ I := by
      noncomm_ring
    rw [h, hid, Matrix.mul_sub, hP]
    simp only [Matrix.trace_add, Matrix.trace_sub]
    rw [Matrix.trace_mul_comm Q (occ I), ht]
    ring
  have hre : ∀ z : ℂ, (-2 * z).re = -2 * z.re := fun z => by simp
  have hr : distSq I Q = -2 * energyError (fun p => if p ∈ I then 1 else 0) I Q := by
    unfold distSq
    rw [hD, hre]
    rfl
  have hz : ∑ a ∈ Iᶜ, (if a ∈ I then (1 : ℝ) else 0) * (Q a a).re = 0 :=
    Finset.sum_eq_zero fun a ha => by rw [if_neg (Finset.mem_compl.1 ha), zero_mul]
  have ho : ∑ i ∈ I, (if i ∈ I then (1 : ℝ) else 0) * (1 - (Q i i).re) =
      ∑ i ∈ I, (1 - (Q i i).re) :=
    Finset.sum_congr rfl fun i hi => by rw [if_pos hi, one_mul]
  rw [energyError_eq, hz, ho] at hr
  -- equal traces: as many particles as holes
  have hc : energyError (fun _ => 1) I Q = 0 := by
    simp [energyError, ham, Matrix.trace_sub, ht]
  rw [energyError_eq] at hc
  simp only [one_mul] at hc
  constructor <;> linarith
```

This balance lets every electron outside $I$ be paired with the holes it left behind. Expanding the double sum,

$$\sum_{i\in I}\sum_{a\notin I}(e_a-e_i)h_in_a=\Big(\sum_{i\in I}h_i\Big)\Big(\sum_{a\notin I}e_an_a\Big)-\Big(\sum_{i\in I}e_ih_i\Big)\Big(\sum_{a\notin I}n_a\Big)=\frac D2\operatorname{tr}H(Q-P).$$

Only energy differences remain on the left, so the zero of energy has gone. In the proof, `hs` is the expansion, and `h1` and `h2` insert $D/2$ for the two sums.

```lean
/-- Half the squared error times the energy error is the sum of all excitation energies
`e a - e i`, weighted by hole and particle populations, for idempotent `Q` with `tr Q = tr P`. -/
theorem transport_identity (e : n → ℝ) {I : Finset n} {Q : Matrix n n ℂ} (hid : Q * Q = Q)
    (ht : trace Q = trace (occ I)) :
    distSq I Q / 2 * energyError e I Q =
      ∑ i ∈ I, ∑ a ∈ Iᶜ, (e a - e i) * ((1 - (Q i i).re) * (Q a a).re) := by
  obtain ⟨hp, hh⟩ := distSq_eq hid ht
  have h1 : ∑ i ∈ I, (1 - (Q i i).re) = distSq I Q / 2 := by linarith
  have h2 : ∑ a ∈ Iᶜ, (Q a a).re = distSq I Q / 2 := by linarith
  have hs : ∑ i ∈ I, ∑ a ∈ Iᶜ, (e a - e i) * ((1 - (Q i i).re) * (Q a a).re) =
      (∑ i ∈ I, (1 - (Q i i).re)) * (∑ a ∈ Iᶜ, e a * (Q a a).re) -
        (∑ i ∈ I, e i * (1 - (Q i i).re)) * (∑ a ∈ Iᶜ, (Q a a).re) := by
    simp only [Finset.sum_mul_sum, ← Finset.sum_sub_distrib]
    refine Finset.sum_congr rfl fun i _ => Finset.sum_congr rfl fun a _ => ?_
    ring
  rw [hs, h1, h2, energyError_eq]
  ring
```

Without equal traces the zero of energy returns. For two levels with $e_0=10$, $e_1=11$, $I=\{0\}$ and $Q=1$, the squared distance is 1 and $W=1$ is allowed, yet the energy error is 11 instead of at most $1/2$.

## W: a ceiling on the excitation energies

The number $W$ stands for the largest cost of moving one electron from an orbital in $I$ to one outside. That cost never exceeds the width of the whole spectrum, so the width is always an allowed $W$; the two are equal when $I$ contains a lowest orbital and leaves a highest one empty. The hypothesis `hW` is used once, in the double sum, where $h_in_a\ge0$:

$$\frac D2\operatorname{tr}H(Q-P)\le W\sum_{i\in I}\sum_{a\notin I}h_in_a=W\Big(\frac D2\Big)^2 .$$

If $D>0$, division by $D/2$ gives the bound. If $D=0$, the non-negative numbers $n_a$ and $h_i$ sum to zero, so each vanishes, and the energy error is zero as well. This second case also handles an empty or completely filled $I$, where `hW` places no condition on $W$.

The proof has the same two branches. `hb` replaces each excitation energy by `W`, and `le_of_mul_le_mul_left` performs the division.

```lean
/-- If no excitation energy from `I` to its complement exceeds `W`, the energy error of a
Hermitian idempotent `Q` with `tr Q = tr P` is at most `W/2` times the squared error. -/
theorem energyError_le {e : n → ℝ} {I : Finset n} {W : ℝ} {Q : Matrix n n ℂ}
    (hW : ∀ i ∈ I, ∀ a ∉ I, e a - e i ≤ W) (hQ : Q.IsHermitian) (hid : Q * Q = Q)
    (ht : trace Q = trace (occ I)) :
    energyError e I Q ≤ W / 2 * distSq I Q := by
  obtain ⟨hp, hh⟩ := distSq_eq hid ht
  have h1 : ∑ i ∈ I, (1 - (Q i i).re) = distSq I Q / 2 := by linarith
  have h2 : ∑ a ∈ Iᶜ, (Q a a).re = distSq I Q / 2 := by linarith
  have hn : ∀ a ∈ Iᶜ, 0 ≤ (Q a a).re := fun a _ => (population_bounds hQ hid a).1
  have hl : ∀ i ∈ I, 0 ≤ 1 - (Q i i).re := fun i _ =>
    sub_nonneg.2 (population_bounds hQ hid i).2
  have hD : 0 ≤ distSq I Q := by
    have := Finset.sum_nonneg hn
    linarith
  rcases hD.eq_or_lt with h0 | hpos
  · -- zero distance: no particles, no holes, no energy error
    have hn0 := (Finset.sum_eq_zero_iff_of_nonneg hn).1 (by linarith)
    have hl0 := (Finset.sum_eq_zero_iff_of_nonneg hl).1 (by linarith)
    have ha : ∑ a ∈ Iᶜ, e a * (Q a a).re = 0 :=
      Finset.sum_eq_zero fun a ha => by rw [hn0 a ha, mul_zero]
    have hi : ∑ i ∈ I, e i * (1 - (Q i i).re) = 0 :=
      Finset.sum_eq_zero fun i hi => by rw [hl0 i hi, mul_zero]
    rw [energyError_eq, ha, hi, ← h0]
    simp
  · -- bound every excitation energy in the transport identity by `W`
    have hb : ∑ i ∈ I, ∑ a ∈ Iᶜ, (e a - e i) * ((1 - (Q i i).re) * (Q a a).re) ≤
        ∑ i ∈ I, ∑ a ∈ Iᶜ, W * ((1 - (Q i i).re) * (Q a a).re) :=
      Finset.sum_le_sum fun i hi => Finset.sum_le_sum fun a ha =>
        mul_le_mul_of_nonneg_right (hW i hi a (Finset.mem_compl.1 ha))
          (mul_nonneg (hl i hi) (hn a ha))
    have hs : ∑ i ∈ I, ∑ a ∈ Iᶜ, W * ((1 - (Q i i).re) * (Q a a).re) =
        W * (distSq I Q / 2 * (distSq I Q / 2)) := by
      simp only [← Finset.mul_sum, ← Finset.sum_mul]
      rw [h1, h2]
    rw [← transport_identity e hid ht, hs] at hb
    refine le_of_mul_le_mul_left ?_ (half_pos hpos)
    linarith
```

If some excitation energy exceeds $W$, the bound can fail, as the two-level superposition below shows.

## Two-sided W: excited determinants

When $I$ leaves a low orbital empty, $Q$ may lie below $P$ in energy, and an upper bound says nothing about how far below. The stronger hypothesis $|e_a-e_i|\le W$ limits de-excitations as well. By hand, one applies the bound to $H$ and to $-H$; the second application gives $-\operatorname{tr}H(Q-P)\le WD/2$. The proof does the same with `hup` and `hlo`.

```lean
/-- For any occupied set `I`, if all `|e a - e i| ≤ W`, the absolute energy error of a Hermitian
idempotent `Q` with `tr Q = tr P` is at most `W/2` times the squared error. -/
theorem abs_energyError_le {e : n → ℝ} {I : Finset n} {W : ℝ} {Q : Matrix n n ℂ}
    (hW : ∀ i ∈ I, ∀ a ∉ I, |e a - e i| ≤ W) (hQ : Q.IsHermitian) (hid : Q * Q = Q)
    (ht : trace Q = trace (occ I)) :
    |energyError e I Q| ≤ W / 2 * distSq I Q := by
  have hneg : energyError (fun p => -e p) I Q = -energyError e I Q := by
    rw [energyError_eq, energyError_eq]
    simp only [neg_mul, Finset.sum_neg_distrib]
    ring
  have hup := energyError_le (fun i hi a ha => (abs_le.1 (hW i hi a ha)).2) hQ hid ht
  have hlo := energyError_le (e := fun p => -e p) (W := W)
    (fun i hi a ha => by linarith [(abs_le.1 (hW i hi a ha)).1]) hQ hid ht
  rw [hneg] at hlo
  exact abs_le.2 ⟨by linarith, hup⟩
```

The one-sided hypothesis would not suffice here: if $e_1<e_0$ and $I=\{0\}$, it permits $W=0$, while mixing the two levels changes the energy.

## Normalised amplitudes: a superposition that attains the bound

Place one electron in the orbital $c|0\rangle+s|1\rangle$ with real amplitudes. Despite the name `mixed`, and the word "mixture" in a docstring below, this is a pure superposition and not a statistical mixture.

```lean
/-- The density matrix of the two-level orbital with real amplitudes `c` and `s`. -/
def mixed (c s : ℝ) : Matrix (Fin 2) (Fin 2) ℂ :=
  !![(c : ℂ) ^ 2, (c : ℂ) * s; (c : ℂ) * s, (s : ℂ) ^ 2]
```

The hypothesis $c^2+s^2=1$ is normalisation. Multiplying out gives $Q^2=(c^2+s^2)Q$ and $\operatorname{tr}Q=c^2+s^2$, so normalisation supplies both idempotency and the correct trace; without it the trace is wrong. The proof checks the four entries of $Q^2$ by `linear_combination`.

```lean
/-- For normalised amplitudes the two-level density matrix is Hermitian and idempotent and has
the trace of the projector on level 0. -/
theorem mixed_witness {c s : ℝ} (h : c ^ 2 + s ^ 2 = 1) :
    (mixed c s).IsHermitian ∧ mixed c s * mixed c s = mixed c s ∧
      trace (mixed c s) = trace (occ ({0} : Finset (Fin 2))) := by
  have hC : (c : ℂ) ^ 2 + (s : ℂ) ^ 2 = 1 := by exact_mod_cast h
  refine ⟨Matrix.IsHermitian.ext fun i j => ?_, ?_, ?_⟩
  · fin_cases i <;> fin_cases j <;> simp [mixed]
  · have e1 : (c : ℂ) ^ 2 * (c : ℂ) ^ 2 + (c : ℂ) * s * ((c : ℂ) * s) = (c : ℂ) ^ 2 := by
      linear_combination (c : ℂ) ^ 2 * hC
    have e2 : (c : ℂ) ^ 2 * ((c : ℂ) * s) + (c : ℂ) * s * (s : ℂ) ^ 2 = (c : ℂ) * s := by
      linear_combination (c : ℂ) * s * hC
    have e3 : (c : ℂ) * s * (c : ℂ) ^ 2 + (s : ℂ) ^ 2 * ((c : ℂ) * s) = (c : ℂ) * s := by
      linear_combination (c : ℂ) * s * hC
    have e4 : (c : ℂ) * s * ((c : ℂ) * s) + (s : ℂ) ^ 2 * (s : ℂ) ^ 2 = (s : ℂ) ^ 2 := by
      linear_combination (s : ℂ) ^ 2 * hC
    unfold mixed
    rw [Matrix.mul_fin_two, e1, e2, e3, e4]
  · simpa [mixed, occ, ham, Matrix.trace_fin_two] using hC
```

The only particle population is $n_1=s^2$ and the only hole population is $h_0=1-c^2=s^2$. Therefore $D=2s^2$, and the energy error is $e_1s^2-e_0s^2=(e_1-e_0)s^2$.

```lean
/-- For normalised amplitudes the two-level mixture has, relative to the projector on level 0,
squared error `2 s²` and energy error `(e 1 - e 0) s²`. -/
theorem two_level_sharp (e : Fin 2 → ℝ) {c s : ℝ} (h : c ^ 2 + s ^ 2 = 1) :
    distSq {0} (mixed c s) = 2 * s ^ 2 ∧
      energyError e {0} (mixed c s) = (e 1 - e 0) * s ^ 2 := by
  obtain ⟨-, hid, ht⟩ := mixed_witness h
  have hc : ({0} : Finset (Fin 2))ᶜ = {1} := by decide
  have h00 : (mixed c s 0 0).re = c ^ 2 := by
    have h0 : mixed c s 0 0 = ((c ^ 2 : ℝ) : ℂ) := by simp [mixed]
    rw [h0, Complex.ofReal_re]
  have h11 : (mixed c s 1 1).re = s ^ 2 := by
    have h1 : mixed c s 1 1 = ((s ^ 2 : ℝ) : ℂ) := by simp [mixed]
    rw [h1, Complex.ofReal_re]
  constructor
  · rw [(distSq_eq hid ht).1, hc, Finset.sum_singleton, h11]
  · rw [energyError_eq, hc]
    simp only [Finset.sum_singleton]
    rw [h00, h11]
    linear_combination e 0 * h

end

end QuadraticEnergyError
```

With $W=e_1-e_0$ the two sides of the bound are equal, so the factor $1/2$ cannot be improved. With any smaller $W$ and $s\ne0$ the inequality fails. For $e_1=e_0$ the energy error vanishes at every $s$: without a gap, a small energy error does not show that $Q$ is close to $P$.

```lean
#print axioms QuadraticEnergyError.abs_energyError_le
-- 'QuadraticEnergyError.abs_energyError_le' depends on axioms: [propext, Classical.choice, Quot.sound]
#print axioms QuadraticEnergyError.two_level_sharp
-- 'QuadraticEnergyError.two_level_sharp' depends on axioms: [propext, Classical.choice, Quot.sound]
```
